# Fixed F12 amplitudes are orbital invariant and do not link pairs on disjoint fragments

Give exchange-symmetric pairs of occupied orbitals the amplitude 1/2 and antisymmetric pairs the amplitude 1/4. The resulting amplitude matrix is the same after every invertible change of the occupied orbitals, and it has only zero entries between a pair on one fragment and a pair that touches a disjoint fragment. Conversely, invariance leaves so little freedom that, once two distinct orbitals are available, two entries fix the whole matrix.

For MP2-F12 this means that amplitudes fixed in this way take the same form in canonical and in localised occupied orbitals; the model contains only the amplitude matrix over a finite orbital set, with no integrals, energies or correlation factor.

## Pairs, swap and cusp factors

The finite type `n` labels the occupied spatial orbitals, and `n × n` labels the ordered pairs. An amplitude matrix $T$ is a complex matrix with entries $T_{(i,j),(k,l)}$. In F12 theory such an entry is the weight of a geminal, the correlation factor times one orbital pair, in the first-order function of another pair.

```lean
import Mathlib

open Matrix
open scoped Kronecker

namespace FixedAmplitudeF12

noncomputable section

variable {n : Type*} [Fintype n] [DecidableEq n]
```

The swap matrix $P$ exchanges the members of a pair:
$$P_{(i,j),(k,l)}=\delta_{il}\,\delta_{jk}.$$

```lean
/-- The swap matrix `P` on ordered orbital pairs: it exchanges the two members of a pair. -/
def swap : Matrix (n × n) (n × n) ℂ :=
  Matrix.of fun x y => if y.swap = x then 1 else 0
```

From it come $\Pi_+=(1+P)/2$, for symmetric (singlet) pairs, and $\Pi_-=(1-P)/2$, for antisymmetric (triplet) pairs.

```lean
/-- The projector `(1 + P)/2` onto exchange-symmetric pairs. -/
def symProj : Matrix (n × n) (n × n) ℂ := (1 / 2 : ℂ) • (1 + swap)

/-- The projector `(1 - P)/2` onto exchange-antisymmetric pairs. -/
def antiProj : Matrix (n × n) (n × n) ℂ := (1 / 2 : ℂ) • (1 - swap)
```

The fixed amplitude matrix is $C=\tfrac12\Pi_++\tfrac14\Pi_-$. Its two constants are put in by hand. They stand for the electron–electron cusp conditions, for a correlation factor whose slope in $r_{12}$ is one at $r_{12}=0$. In atomic units, and to first order in $r_{12}$, these conditions multiply the leading term of the wavefunction near the point where two electrons meet by $1+\tfrac12r_{12}$ for a singlet pair whose wavefunction is nonzero at that point, and by $1+\tfrac14r_{12}$ for a triplet pair whose wavefunction vanishes there linearly in the separation.

```lean
/-- The fixed amplitudes: cusp factor 1/2 on symmetric pairs and 1/4 on antisymmetric pairs. -/
def amplitude : Matrix (n × n) (n × n) ℂ :=
  (1 / 2 : ℂ) • symProj + (1 / 4 : ℂ) • antiProj
```

An orbital change is an invertible matrix $U$, not necessarily unitary; in Lean it is a unit of the matrix ring, `(Matrix n n ℂ)ˣ`. It acts on pairs as the Kronecker product $U\otimes U$, written `⊗ₖ`. Orbital invariance of $T$ means $(U\otimes U)\,T\,(U^{-1}\otimes U^{-1})=T$ for all such $U$.

```lean
/-- An amplitude matrix is orbital invariant if conjugation by `U ⊗ U` leaves it unchanged
for every invertible change `U` of the occupied orbitals. -/
def OrbitalInvariant (T : Matrix (n × n) (n × n) ℂ) : Prop :=
  ∀ U : (Matrix n n ℂ)ˣ, (U.val ⊗ₖ U.val) * T * ((U⁻¹).val ⊗ₖ (U⁻¹).val) = T
```

The later parts also use the one-body operator $D(X)=X\otimes1+1\otimes X$.

```lean
/-- The one-body operator `X ⊗ 1 + 1 ⊗ X` on pairs. -/
def oneBody (X : Matrix n n ℂ) : Matrix (n × n) (n × n) ℂ := X ⊗ₖ 1 + 1 ⊗ₖ X
```

## (a) The algebra of the swap

**Task.** For all $n\times n$ matrices $A,B$, show that
$$P^2=1,\qquad P(A\otimes B)=(B\otimes A)P.$$

**Solution.** Multiplication by $P$ from the left swaps the row pair, and from the right the column pair:
$$(PM)_{(i,j),(k,l)}=M_{(j,i),(k,l)},\qquad (MP)_{(i,j),(k,l)}=M_{(i,j),(l,k)}.$$
With $M=P$ the first rule gives $\delta_{jl}\delta_{ik}$, the identity. For the second relation, the left side has the entry $A_{jk}B_{il}$ and the right side $B_{il}A_{jk}$.

The two rules are `left` and `right` in the proof, and the closing `mul_comm` is the last comparison.

```lean
/-- Exchanging the members of a pair twice restores the pair, and `P` carries `A ⊗ B`
into `B ⊗ A`. -/
theorem swap_relations (A B : Matrix n n ℂ) :
    (swap * swap : Matrix (n × n) (n × n) ℂ) = 1 ∧
      swap * (A ⊗ₖ B) = (B ⊗ₖ A) * swap := by
  have left (M : Matrix (n × n) (n × n) ℂ) (x y : n × n) :
      (swap (n := n) * M) x y = M x.swap y := by
    have hz : ∀ z : n × n, (z.swap = x) ↔ (x.swap = z) := fun z =>
      ⟨fun h => by rw [← h, Prod.swap_swap], fun h => by rw [← h, Prod.swap_swap]⟩
    simp only [Matrix.mul_apply, swap, Matrix.of_apply, hz, ite_mul, one_mul, zero_mul,
      Finset.sum_ite_eq, Finset.mem_univ, if_true]
  have right (M : Matrix (n × n) (n × n) ℂ) (x y : n × n) :
      (M * swap (n := n)) x y = M x y.swap := by
    simp only [Matrix.mul_apply, swap, Matrix.of_apply, mul_ite, mul_one, mul_zero,
      Finset.sum_ite_eq, Finset.mem_univ, if_true]
  constructor
  · ext x y
    rw [left]
    by_cases h : x = y
    · subst h
      rw [Matrix.one_apply_eq]
      exact if_pos rfl
    · rw [Matrix.one_apply_ne h]
      exact if_neg fun e => h (Prod.swap_injective e).symm
  · ext ⟨i, j⟩ ⟨k, l⟩
    rw [left, right]
    exact mul_comm _ _
```

## (b) The amplitudes in terms of the swap

**Task.** Show that
$$C=\tfrac38+\tfrac18P.$$

**Solution.** Collect the coefficients of $1$ and $P$:
$$C=\tfrac14(1+P)+\tfrac18(1-P)=\left(\tfrac14+\tfrac18\right)+\left(\tfrac14-\tfrac18\right)P.$$
After the definitions are unfolded, `module` does this collection.

```lean
omit [Fintype n] in
/-- The fixed amplitude matrix is `3/8 + P/8`. -/
theorem amplitude_eq :
    (amplitude : Matrix (n × n) (n × n) ℂ) = (3 / 8 : ℂ) • 1 + (1 / 8 : ℂ) • swap := by
  unfold amplitude symProj antiProj
  module
```

## (c) The two factors recovered

**Task.** Show that
$$C\,\Pi_+=\tfrac12\Pi_+,\qquad C\,\Pi_-=\tfrac14\Pi_-.$$

**Solution.** Since $P^2=1$, we have $P\Pi_\pm=\pm\Pi_\pm$. By (b), $C$ therefore multiplies $\Pi_+$ by $\tfrac38+\tfrac18=\tfrac12$ and $\Pi_-$ by $\tfrac38-\tfrac18=\tfrac14$.

In Lean, `hP` supplies $P^2=1$ from (a), `simp` expands the products, and `module` compares coefficients.

```lean
/-- The amplitude matrix multiplies symmetric pairs by 1/2 and antisymmetric pairs by 1/4. -/
theorem amplitude_cusp :
    (amplitude * symProj : Matrix (n × n) (n × n) ℂ) = (1 / 2 : ℂ) • symProj ∧
      (amplitude * antiProj : Matrix (n × n) (n × n) ℂ) = (1 / 4 : ℂ) • antiProj := by
  have hP := (swap_relations (1 : Matrix n n ℂ) 1).1
  rw [amplitude_eq]
  unfold symProj antiProj
  constructor <;>
  · simp only [add_mul, mul_add, mul_sub, smul_mul_assoc, mul_smul_comm, one_mul, mul_one, hP]
    module
```

## (d) A family of invariant matrices

**Task.** For all complex $a,b$ and every invertible $U$, show that
$$(U\otimes U)(a+bP)(U^{-1}\otimes U^{-1})=a+bP.$$

**Solution.** Part (a) with $A=B=U$ says that $P$ commutes with $U\otimes U$, and so does $a+bP$. Move $U\otimes U$ to the right of it and use
$$(U\otimes U)(U^{-1}\otimes U^{-1})=UU^{-1}\otimes UU^{-1}=1.$$
The commutation is `hc`; the final `rw` cancels the Kronecker products.

```lean
/-- Every combination `a + b P` is orbital invariant. -/
theorem invariant_combination (a b : ℂ) :
    OrbitalInvariant (a • 1 + b • swap : Matrix (n × n) (n × n) ℂ) := by
  intro U
  have hc : (U.val ⊗ₖ U.val) * (a • 1 + b • swap) = (a • 1 + b • swap) * (U.val ⊗ₖ U.val) := by
    simp only [mul_add, add_mul, mul_smul_comm, smul_mul_assoc, mul_one, one_mul,
      (swap_relations U.val U.val).2]
  rw [hc, mul_assoc, ← Matrix.mul_kronecker_mul, Units.mul_inv, Matrix.one_kronecker_one,
    mul_one]
```

## (e) Invariance of the fixed amplitudes

**Task.** For every invertible $U$, show that
$$(U\otimes U)\,C\,(U^{-1}\otimes U^{-1})=C.$$

**Solution.** By (b), $C$ is the case $a=\tfrac38$, $b=\tfrac18$ of (d).

```lean
/-- The fixed amplitudes are unchanged by every invertible change of the occupied orbitals. -/
theorem amplitude_invariant : OrbitalInvariant (amplitude : Matrix (n × n) (n × n) ℂ) := by
  rw [amplitude_eq]
  exact invariant_combination _ _
```

## (f) Disjoint fragments

**Task.** Let $A$ and $B$ now be disjoint sets of orbitals, with $i,j\in A$ and at least one of $k,l$ in $B$. Show that
$$C_{(i,j),(k,l)}=C_{(k,l),(i,j)}=0.$$

**Solution.** By (b),
$$C_{(i,j),(k,l)}=\tfrac38\,\delta_{ik}\delta_{jl}+\tfrac18\,\delta_{il}\delta_{jk}.$$
If either term were nonzero, $k$ and $l$ would both be among $i,j$ and hence in $A$, yet one of them lies in $B$. The expression is symmetric under exchange of the two pairs, so the reverse entry vanishes too.

`h1` and `h2` exclude the direct and the exchanged match. The fragments are sets of labels only: the statement concerns amplitudes and does not address additivity of the energy.

```lean
omit [Fintype n] in
/-- For disjoint fragments `A` and `B`, the amplitudes do not link a pair on `A` to any pair
with at least one member on `B`, in either direction. -/
theorem amplitude_fragments {A B : Set n} (hAB : Disjoint A B) {i j k l : n}
    (hi : i ∈ A) (hj : j ∈ A) (hkl : k ∈ B ∨ l ∈ B) :
    amplitude (i, j) (k, l) = 0 ∧ amplitude (k, l) (i, j) = 0 := by
  have hd : ∀ x ∈ A, x ∉ B := fun x hx => Set.disjoint_left.mp hAB hx
  have h1 : (i, j) ≠ (k, l) := by
    intro e
    obtain ⟨rfl, rfl⟩ := Prod.mk.inj e
    exact hkl.elim (hd _ hi) (hd _ hj)
  have h2 : (j, i) ≠ (k, l) := by
    intro e
    obtain ⟨rfl, rfl⟩ := Prod.mk.inj e
    exact hkl.elim (hd _ hj) (hd _ hi)
  have s1 : swap (i, j) (k, l) = 0 :=
    if_neg fun e => h2 (congrArg Prod.swap e).symm
  have s2 : swap (k, l) (i, j) = 0 := if_neg h2
  rw [amplitude_eq]
  simp only [Matrix.add_apply, Matrix.smul_apply, Matrix.one_apply_ne h1,
    Matrix.one_apply_ne h1.symm, s1, s2, smul_zero, add_zero, and_self]
```

## (g) From orbital changes to one-body operators

**Task.** Let $T$ be orbital invariant, and let $X^2=0$ or $X^2=X$. Show that
$$D(X)\,T=T\,D(X).$$

**Solution.** Multiplying the invariance condition by $U\otimes U$ from the right shows that $T$ commutes with $U\otimes U$ for every invertible $U$. Both $1+X$ and $1+2X$ are invertible:

- If $X^2=0$, the inverses are $1-X$ and $1-2X$.
- If $X^2=X$, they are $1-\tfrac12X$ and $1-\tfrac23X$.

Now put
$$G(t)=(1+tX)\otimes(1+tX)=1+t\,D(X)+t^2\,X\otimes X.$$
$T$ commutes with $G(0)$, $G(1)$ and $G(2)$, and therefore with
$$2G(1)-\tfrac12G(2)-\tfrac32G(0)=D(X),$$
in which the constant and quadratic terms cancel.

In Lean, `comm` is the first step, `c0`, `c1` and `c2` are the three commutations, and `e` is the last identity.

```lean
/-- An orbital-invariant amplitude matrix commutes with the one-body operator of every `X`
that squares to zero or to itself. -/
theorem commute_oneBody {T : Matrix (n × n) (n × n) ℂ} (hT : OrbitalInvariant T)
    {X : Matrix n n ℂ} (hX : X * X = 0 ∨ X * X = X) : Commute (oneBody X) T := by
  have comm (U V : Matrix n n ℂ) (h : U * V = 1) : Commute (U ⊗ₖ U) T := by
    have h' : V * U = 1 := mul_eq_one_comm.mp h
    have h1 : (U ⊗ₖ U) * T * (V ⊗ₖ V) = T := hT ⟨U, V, h, h'⟩
    calc (U ⊗ₖ U) * T = (U ⊗ₖ U) * T * ((V ⊗ₖ V) * (U ⊗ₖ U)) := by
          rw [← Matrix.mul_kronecker_mul, h', Matrix.one_kronecker_one, mul_one]
      _ = ((U ⊗ₖ U) * T * (V ⊗ₖ V)) * (U ⊗ₖ U) := by simp only [mul_assoc]
      _ = T * (U ⊗ₖ U) := by rw [h1]
  -- both 1 + X and 1 + 2X are invertible
  have c1 : Commute ((1 + X) ⊗ₖ (1 + X)) T := by
    rcases hX with h | h
    · apply comm _ (1 - X)
      simp only [add_mul, mul_sub, one_mul, mul_one, h]
      module
    · apply comm _ (1 - (1 / 2 : ℂ) • X)
      simp only [add_mul, mul_sub, one_mul, mul_one, mul_smul_comm, h]
      module
  have c2 : Commute ((1 + (2 : ℂ) • X) ⊗ₖ (1 + (2 : ℂ) • X)) T := by
    rcases hX with h | h
    · apply comm _ (1 - (2 : ℂ) • X)
      simp only [add_mul, mul_sub, one_mul, mul_one, mul_smul_comm, smul_mul_assoc, h]
      module
    · apply comm _ (1 - (2 / 3 : ℂ) • X)
      simp only [add_mul, mul_sub, one_mul, mul_one, mul_smul_comm, smul_mul_assoc, h]
      module
  have c0 : Commute ((1 : Matrix n n ℂ) ⊗ₖ (1 : Matrix n n ℂ)) T := by
    rw [Matrix.one_kronecker_one]
    exact Commute.one_left T
  -- the part linear in X is a combination of the three
  have e : oneBody X = (2 : ℂ) • ((1 + X) ⊗ₖ (1 + X))
      - (1 / 2 : ℂ) • ((1 + (2 : ℂ) • X) ⊗ₖ (1 + (2 : ℂ) • X))
      - (3 / 2 : ℂ) • ((1 : Matrix n n ℂ) ⊗ₖ (1 : Matrix n n ℂ)) := by
    ext ⟨i, j⟩ ⟨k, l⟩
    simp only [oneBody, Matrix.sub_apply, Matrix.add_apply, Matrix.smul_apply,
      Matrix.kroneckerMap_apply, smul_eq_mul]
    ring
  rw [e]
  exact ((c1.smul_left _).sub_left (c2.smul_left _)).sub_left (c0.smul_left _)
```

## (h) One pair fixes everything

**Task.** Let $T$ be orbital invariant and $k\neq l$. Show that
$$T=T_{(k,l),(k,l)}\,1+T_{(l,k),(k,l)}\,P.$$

**Solution.** Let $E_{pq}$ be the matrix with a single 1 at $(p,q)$, in Lean `Matrix.single p q 1`. It squares to itself if $p=q$ and to zero otherwise, so by (g) $T$ commutes with every $D(E_{pq})$. Expanding the product gives
$$D(X)D(Y)-D(XY)=X\otimes Y+Y\otimes X.$$
Take $X=E_{pk}$ and $Y=E_{rl}$. Their product $XY=\delta_{kr}E_{pl}$ is a matrix unit or zero, so $T$ commutes with
$$S=E_{pk}\otimes E_{rl}+E_{rl}\otimes E_{pk}.$$
The first term of $S$ has its only entry at row $(p,r)$, column $(k,l)$; the second at row $(r,p)$, column $(l,k)$. Compare the entries of $TS$ and $ST$ at row $(i,j)$, column $(k,l)$. Because $k\neq l$, only the first term of $S$ contributes to $TS$, and
$$T_{(i,j),(p,r)}=\delta_{ip}\delta_{jr}\,T_{(k,l),(k,l)}+\delta_{ir}\delta_{jp}\,T_{(l,k),(k,l)}.$$
This is the claim, entry by entry.

`unit` is the commutation with $D(E_{pq})$, `hS` the one with $S$, and `h` the comparison of entries.

```lean
/-- The direct and exchange amplitudes of a single pair of distinct orbitals determine an
orbital-invariant amplitude matrix completely. -/
theorem invariant_eq_of_pair {T : Matrix (n × n) (n × n) ℂ} (hT : OrbitalInvariant T)
    {k l : n} (hkl : k ≠ l) :
    T = T (k, l) (k, l) • 1 + T (l, k) (k, l) • swap := by
  have unit (p q : n) : Commute (oneBody (Matrix.single p q (1 : ℂ))) T := by
    apply commute_oneBody hT
    by_cases h : q = p
    · subst h
      right
      simp
    · left
      simp [h]
  have kron (p q r s : n) : Matrix.single p q (1 : ℂ) ⊗ₖ Matrix.single r s (1 : ℂ)
      = Matrix.single (p, r) (q, s) 1 := by
    ext ⟨a, b⟩ ⟨c, d⟩
    simp only [Matrix.kroneckerMap_apply, Matrix.single_apply, Prod.mk.injEq]
    by_cases h1 : p = a <;> by_cases h2 : q = c <;> simp [h1, h2]
  have left (a b x y : n × n) :
      (Matrix.single a b (1 : ℂ) * T) x y = if a = x then T b y else 0 := by
    by_cases h : a = x <;> simp [Matrix.mul_apply, Matrix.single_apply, h]
  have right (a b x y : n × n) :
      (T * Matrix.single a b (1 : ℂ)) x y = if b = y then T x a else 0 := by
    by_cases h : b = y <;> simp [Matrix.mul_apply, Matrix.single_apply, h]
  ext ⟨i, j⟩ ⟨p, r⟩
  -- products of one-body operators give the symmetrised two-body operator
  have hS : Commute (Matrix.single (p, r) (k, l) (1 : ℂ) + Matrix.single (r, p) (l, k) 1) T := by
    have e : Matrix.single (p, r) (k, l) (1 : ℂ) + Matrix.single (r, p) (l, k) 1
        = oneBody (Matrix.single p k 1) * oneBody (Matrix.single r l 1)
          - oneBody (Matrix.single p k 1 * Matrix.single r l 1) := by
      rw [← kron, ← kron]
      simp only [oneBody, add_mul, mul_add, ← Matrix.mul_kronecker_mul, one_mul, mul_one]
      abel
    rw [e]
    refine ((unit p k).mul_left (unit r l)).sub_left ?_
    by_cases h : k = r
    · subst h
      have hm : Matrix.single p k (1 : ℂ) * Matrix.single k l 1 = Matrix.single p l 1 := by simp
      rw [hm]
      exact unit p l
    · have hm : Matrix.single p k (1 : ℂ) * Matrix.single r l 1 = 0 := by simp [h]
      have h0 : oneBody (0 : Matrix n n ℂ) = 0 := by simp [oneBody]
      rw [hm, h0]
      exact Commute.zero_left T
  -- read off the entry between (i, j) and (k, l)
  have h := congrFun (congrFun hS.eq (i, j)) (k, l)
  have hne : (l, k) ≠ (k, l) := fun e => hkl (Prod.mk.inj e).2
  rw [add_mul, mul_add, Matrix.add_apply, Matrix.add_apply, left, left, right, right,
    if_pos rfl, if_neg hne, add_zero] at h
  have e1 : (1 : Matrix (n × n) (n × n) ℂ) (i, j) (p, r)
      = if (p, r) = (i, j) then 1 else 0 := by
    by_cases h : (p, r) = (i, j)
    · rw [if_pos h, h, Matrix.one_apply_eq]
    · rw [if_neg h, Matrix.one_apply_ne (Ne.symm h)]
  have e2 : swap (i, j) (p, r) = if (r, p) = (i, j) then (1 : ℂ) else 0 := rfl
  rw [Matrix.add_apply, Matrix.smul_apply, Matrix.smul_apply, e1, e2, ← h]
  simp only [smul_eq_mul, mul_ite, mul_one, mul_zero]
```

**How `Commute` carries the argument.** In Mathlib, `Commute a b` is the proposition `a * b = b * a`, and it comes with closure rules. `Commute.smul_left`, `Commute.sub_left` and `Commute.mul_left` say that multiples, differences and products of matrices that commute with $T$ commute with $T$ as well. Part (g) thus leaves invertible matrices behind, and (h) builds $S$ without multiplying out any product with $T$. At the end, `hS.eq` returns the plain matrix equation, and `congrFun` picks one entry from it.

## (i) All invariant amplitudes

**Task.** Show that $T$ is orbital invariant if and only if
$$T=a+bP\quad\text{for some }a,b\in\mathbb C.$$

**Solution.** Part (d) is one direction. For the other, if there are two distinct orbitals, (h) supplies $a$ and $b$. With one orbital $i$ there is one pair, so $a=T_{(i,i),(i,i)}$ and $b=0$ will do; with no orbitals the matrix is empty and any $a,b$ serve.

The proof makes the same division with `subsingleton_or_nontrivial`. Invariance alone thus does not select the values 3/8 and 1/8; those come from the cusp factors.

```lean
/-- An amplitude matrix is orbital invariant exactly when it is a combination `a + b P` of the
identity and the swap. -/
theorem orbitalInvariant_iff (T : Matrix (n × n) (n × n) ℂ) :
    OrbitalInvariant T ↔ ∃ a b : ℂ, T = a • 1 + b • swap := by
  constructor
  · intro hT
    rcases subsingleton_or_nontrivial n with hs | hn
    · -- with at most one orbital there is at most one pair
      rcases isEmpty_or_nonempty n with he | ⟨⟨i⟩⟩
      · exact ⟨0, 0, by ext x; exact isEmptyElim x.1⟩
      · refine ⟨T (i, i) (i, i), 0, ?_⟩
        ext x y
        rw [Subsingleton.elim x (i, i), Subsingleton.elim y (i, i)]
        simp
    · obtain ⟨k, l, hkl⟩ := exists_pair_ne n
      exact ⟨_, _, invariant_eq_of_pair hT hkl⟩
  · rintro ⟨a, b, rfl⟩
    exact invariant_combination a b

end

end FixedAmplitudeF12
```

```lean
#print axioms FixedAmplitudeF12.amplitude_cusp
#print axioms FixedAmplitudeF12.amplitude_invariant
#print axioms FixedAmplitudeF12.amplitude_fragments
#print axioms FixedAmplitudeF12.orbitalInvariant_iff
```

```
'FixedAmplitudeF12.amplitude_cusp' depends on axioms: [propext, Classical.choice, Quot.sound]
'FixedAmplitudeF12.amplitude_invariant' depends on axioms: [propext, Classical.choice, Quot.sound]
'FixedAmplitudeF12.amplitude_fragments' depends on axioms: [propext, Classical.choice, Quot.sound]
'FixedAmplitudeF12.orbitalInvariant_iff' depends on axioms: [propext, Classical.choice, Quot.sound]
```
